# Two sets of k orthonormal orbitals have the same density matrix exactly when a unitary k × k matrix turns one set into the other

Let $C$ and $D$ be complex $n\times k$ matrices with $C^\dagger C=1$ and $D^\dagger D=1$. Then $CC^\dagger=DD^\dagger$ if and only if $D=CU$ for some unitary $k\times k$ matrix $U$, and this $U$ is the overlap matrix $C^\dagger D$. For a single Slater determinant in a finite orthonormal basis, as in Hartree–Fock theory, the density matrix therefore fixes the occupied orbitals up to a rotation among themselves.

## Orbitals, density matrix and determinant

The column $j$ of $C$ holds the coefficients of the occupied spin orbital $j$. In Lean the finite types `n` and `k` label the basis functions and the orbitals, and `ᴴ` is the conjugate transpose $\dagger$.

```lean
import Mathlib

open Matrix
open scoped ComplexOrder

namespace OrbitalRotation

variable {n k : Type*} [Fintype n] [Fintype k] [DecidableEq k]
```

The basis is taken to be orthonormal, so the orbitals are orthonormal when $C^\dagger C=1$. In an overlapping atomic basis with overlap matrix $M$ the condition is $C^\dagger MC=1$ instead; the theorems below apply once the coefficients are transformed to an orthonormal basis.

```lean
/-- The orbitals stored in the columns of `C` are orthonormal: `Cᴴ C = 1`. -/
def IsOrthonormal (C : Matrix n k ℂ) : Prop := Cᴴ * C = 1
```

With each of the orthonormal orbitals occupied once, the one-particle density matrix is $P_C=CC^\dagger$. Lean calls this matrix `density`; it is not the electron density, which can be the same for different density matrices. Fractional occupations and correlated states are not covered.

```lean
/-- The matrix `C Cᴴ`. When the occupied orbitals `C` are orthonormal, it is their one-particle
density matrix. -/
def density (C : Matrix n k ℂ) : Matrix n n ℂ := C * Cᴴ
```

A map $f$ places particle $i$ in basis function $f(i)$. The determinant of the $k\times k$ matrix with entries $C_{f(i)j}$ is the amplitude of this configuration; the normalised wavefunction has an additional factor $1/\sqrt{k!}$.

```lean
/-- The amplitude of the unnormalised Slater determinant of the orbitals `C` when the
particles sit in the basis functions `f`. -/
def slaterAmplitude (C : Matrix n k ℂ) (f : k → n) : ℂ := (C.submatrix f id).det
```

## From a rotation to equal density matrices, and back

The density matrix leaves its own orbitals unchanged, because $P_CC=C(C^\dagger C)=C$.

```lean
/-- The density matrix of orthonormal orbitals leaves each of these orbitals unchanged. -/
theorem density_mul_orbitals {C : Matrix n k ℂ} (hC : IsOrthonormal C) :
    density C * C = C := by
  have h : Cᴴ * C = 1 := hC
  rw [density, Matrix.mul_assoc, h, Matrix.mul_one]
```

If $U$ is unitary, it cancels in the density matrix:
$$P_{CU}=CUU^\dagger C^\dagger=CC^\dagger=P_C.$$
This needs no orthonormality of $C$.

```lean
omit [Fintype n] in
/-- A unitary rotation among the occupied orbitals does not change the density matrix. -/
theorem density_rotation (C : Matrix n k ℂ) {U : Matrix k k ℂ}
    (hU : U ∈ unitaryGroup k ℂ) : density (C * U) = density C := by
  have h : U * Uᴴ = 1 := mem_unitaryGroup_iff.mp hU
  calc density (C * U) = C * (U * Uᴴ) * Cᴴ := by
        simp only [density, conjTranspose_mul, Matrix.mul_assoc]
    _ = density C := by rw [h, Matrix.mul_one, density]
```

Conversely, a matrix $U$ with $D=CU$ must be unitary when both sets are orthonormal:
$$U^\dagger U=U^\dagger C^\dagger CU=D^\dagger D=1.$$
Since $U$ is square, this one-sided identity suffices, and `mem_unitaryGroup_iff'` turns it into membership of the unitary group.

```lean
/-- If `D = C U` for two orthonormal sets of orbitals `C` and `D`, the matrix `U` is unitary. -/
theorem unitary_of_eq_mul {C D : Matrix n k ℂ} (hC : IsOrthonormal C)
    (hD : IsOrthonormal D) {U : Matrix k k ℂ} (h : D = C * U) :
    U ∈ unitaryGroup k ℂ := by
  have hC' : Cᴴ * C = 1 := hC
  have hD' : Dᴴ * D = 1 := hD
  have key : Uᴴ * U = 1 := by
    calc Uᴴ * U = Uᴴ * (Cᴴ * C) * U := by rw [hC', Matrix.mul_one]
      _ = (C * U)ᴴ * (C * U) := by
        simp only [conjTranspose_mul, Matrix.mul_assoc]
      _ = 1 := by rw [← h, hD']
  exact mem_unitaryGroup_iff'.mpr key
```

Equal density matrices supply such a matrix $U$. Since $P_D$ fixes $D$,
$$D=P_DD=P_CD=C(C^\dagger D).$$

```lean
/-- If the orthonormal orbitals `D` have the same density matrix as the orbitals `C`, they are
obtained from `C` through the overlap matrix `Cᴴ D`. -/
theorem eq_mul_overlap {C D : Matrix n k ℂ} (hD : IsOrthonormal D)
    (h : density C = density D) : D = C * (Cᴴ * D) := by
  calc D = density D * D := (density_mul_orbitals hD).symm
    _ = density C * D := by rw [h]
    _ = C * (Cᴴ * D) := by rw [density, Matrix.mul_assoc]
```

The main theorem combines these steps. Its hypotheses `hC` and `hD` are the two orthonormality conditions. Its first part is the equivalence; its second part says that every matrix $U$ with $D=CU$, not assumed unitary, equals $C^\dagger D$. For the forward direction the proof offers the overlap as the rotation, and for the reverse direction it uses the cancellation of $U$. The last part follows by multiplying $D=CU$ from the left by $C^\dagger$, which gives $C^\dagger D=U$.

```lean
/-- Two orthonormal sets of orbitals have the same density matrix exactly when a unitary
rotation `U` connects them, `D = C U`; any such `U` is the overlap matrix `Cᴴ D`. -/
theorem density_eq_iff_rotation {C D : Matrix n k ℂ} (hC : IsOrthonormal C)
    (hD : IsOrthonormal D) :
    (density C = density D ↔ ∃ U ∈ unitaryGroup k ℂ, D = C * U) ∧
      ∀ U : Matrix k k ℂ, D = C * U → U = Cᴴ * D := by
  refine ⟨⟨fun h => ?_, ?_⟩, fun U h => ?_⟩
  · have hrot := eq_mul_overlap hD h
    exact ⟨Cᴴ * D, unitary_of_eq_mul hC hD hrot, hrot⟩
  · rintro ⟨U, hU, h⟩
    rw [h, density_rotation C hU]
  · -- projecting `D = C U` on the orbitals `C` isolates `U`
    have hC' : Cᴴ * C = 1 := hC
    rw [h, ← Matrix.mul_assoc, hC', Matrix.one_mul]
```

## Reading the comparison from the overlap

Write $S=C^\dagger D$. The density matrices agree exactly when $S$ is unitary. One direction is already done. For the other, let $R=D-CS$ be the part of $D$ outside the span of $C$. Using $D^\dagger C=S^\dagger$,
$$R^\dagger R=D^\dagger D-D^\dagger CS-S^\dagger C^\dagger D+S^\dagger C^\dagger CS=1-S^\dagger S=0.$$
The diagonal entries of $R^\dagger R$ are the squared norms of the columns of $R$, so $R=0$ and $D=CS$. In the proof `hz` is the vanishing of $R^\dagger R$ and `hDS` is the conclusion $D=CS$.

```lean
/-- Two orthonormal sets of orbitals have the same density matrix exactly when their overlap
matrix `Cᴴ D` is unitary. -/
theorem density_eq_iff_overlap_unitary {C D : Matrix n k ℂ} (hC : IsOrthonormal C)
    (hD : IsOrthonormal D) :
    density C = density D ↔ Cᴴ * D ∈ unitaryGroup k ℂ := by
  refine ⟨fun h => unitary_of_eq_mul hC hD (eq_mul_overlap hD h), fun hU => ?_⟩
  have hC' : Cᴴ * C = 1 := hC
  have hD' : Dᴴ * D = 1 := hD
  obtain ⟨S, hS⟩ : ∃ S, S = Cᴴ * D := ⟨_, rfl⟩
  rw [← hS] at hU
  have hu : Sᴴ * S = 1 := mem_unitaryGroup_iff'.mp hU
  have hS' : Dᴴ * C = Sᴴ := by
    rw [hS, conjTranspose_mul, conjTranspose_conjTranspose]
  have h3 : Sᴴ * Cᴴ * (C * S) = Sᴴ * S := by
    rw [Matrix.mul_assoc, ← Matrix.mul_assoc Cᴴ C S, hC', Matrix.one_mul]
  -- the part of `D` outside the span of `C` has vanishing Gram matrix
  have hz : (D - C * S)ᴴ * (D - C * S) = 0 := by
    rw [conjTranspose_sub, conjTranspose_mul, Matrix.sub_mul, Matrix.mul_sub,
      Matrix.mul_sub, hD', ← Matrix.mul_assoc Dᴴ C S, hS', h3,
      Matrix.mul_assoc Sᴴ Cᴴ D, ← hS, hu]
    simp
  have hDS : D = C * S := sub_eq_zero.mp (conjTranspose_mul_self_eq_zero.mp hz)
  rw [hDS, density_rotation C hU]
```

When the density matrices differ, the overlap also gives the size of the difference. Each density matrix satisfies $P^2=P$ and $\operatorname{tr}P=k$, and cyclicity of the trace gives $\operatorname{tr}(P_CP_D)=\operatorname{tr}(S^\dagger S)$. Hence
$$\operatorname{tr}\bigl[(P_C-P_D)^2\bigr]=k+k-2\operatorname{tr}(P_CP_D)=2\bigl(k-\operatorname{tr}S^\dagger S\bigr).$$
The facts `idem`, `tr` and `cross` are these three ingredients. Because $P_C-P_D$ is Hermitian, the left side is the sum of the squared moduli of its entries.

```lean
/-- For two sets of `k` orthonormal orbitals with overlap matrix `S = Cᴴ D`, the trace of the
squared difference of the density matrices is `2 (k - tr Sᴴ S)`. -/
theorem trace_density_sub_sq {C D : Matrix n k ℂ} (hC : IsOrthonormal C)
    (hD : IsOrthonormal D) :
    ((density C - density D) * (density C - density D)).trace =
      2 * ((Fintype.card k : ℂ) - ((Cᴴ * D)ᴴ * (Cᴴ * D)).trace) := by
  -- each density matrix is idempotent, with trace equal to the number of orbitals
  have idem : ∀ A : Matrix n k ℂ, IsOrthonormal A →
      density A * density A = density A := fun A hA => by
    calc density A * density A = density A * A * Aᴴ := by
          rw [Matrix.mul_assoc (density A) A Aᴴ]; rfl
      _ = density A := by rw [density_mul_orbitals hA]; rfl
  have tr : ∀ A : Matrix n k ℂ, IsOrthonormal A →
      (density A).trace = (Fintype.card k : ℂ) := fun A hA => by
    have hA' : Aᴴ * A = 1 := hA
    rw [density, trace_mul_comm, hA', trace_one]
  have cross : (density C * density D).trace = ((Cᴴ * D)ᴴ * (Cᴴ * D)).trace := by
    rw [density, density, ← Matrix.mul_assoc, trace_mul_comm]
    simp only [conjTranspose_mul, conjTranspose_conjTranspose, Matrix.mul_assoc]
  rw [Matrix.sub_mul, Matrix.mul_sub, Matrix.mul_sub, idem C hC, idem D hD]
  simp only [trace_sub]
  rw [trace_mul_comm (density D) (density C), cross, tr C hC, tr D hD]
  ring
```

## The Slater determinant changes only by a phase

Suppose the density matrices are equal, so that $D=CS$ with $S$ unitary. Selecting rows commutes with multiplying on the right by $S$, so for every $f$
$$\det\bigl[D_{f(i)j}\bigr]=\det\bigl[C_{f(i)j}\bigr]\,\det S.$$
Taking determinants in $S^\dagger S=1$ gives $|\det S|^2=1$, hence $|\det S|=1$. The theorem states both facts: the factor is a phase, and it is the same for all configurations. Its proof takes norms of determinants for the first and uses `hsub`, the row selection, for the second.

```lean
/-- Orthonormal orbitals with equal density matrices give the same Slater determinant up to
the phase factor `det (Cᴴ D)`. -/
theorem slater_eq_phase_mul {C D : Matrix n k ℂ} (hC : IsOrthonormal C)
    (hD : IsOrthonormal D) (h : density C = density D) :
    ‖(Cᴴ * D).det‖ = 1 ∧
      ∀ f : k → n, slaterAmplitude D f = (Cᴴ * D).det * slaterAmplitude C f := by
  have hrot := eq_mul_overlap hD h
  constructor
  · have hu : (Cᴴ * D)ᴴ * (Cᴴ * D) = 1 :=
      mem_unitaryGroup_iff'.mp (unitary_of_eq_mul hC hD hrot)
    have hdet := congrArg (fun M : Matrix k k ℂ => ‖M.det‖) hu
    simp only [det_mul (Cᴴ * D)ᴴ, det_conjTranspose (Cᴴ * D), norm_mul, norm_star,
      det_one, norm_one] at hdet
    rw [det_mul_comm_norm_aux] at hdet
    nlinarith [norm_nonneg (Cᴴ * D).det]
  · intro f
    -- choosing rows commutes with the rotation of the columns
    have hsub : (C * (Cᴴ * D)).submatrix f id = C.submatrix f id * (Cᴴ * D) := by
      ext i j
      rfl
    calc slaterAmplitude D f = ((C * (Cᴴ * D)).submatrix f id).det :=
          congrArg (fun M : Matrix n k ℂ => (M.submatrix f id).det) hrot
      _ = (Cᴴ * D).det * slaterAmplitude C f := by
          rw [hsub, det_mul, mul_comm, slaterAmplitude]
where
  det_mul_comm_norm_aux {x : ℝ} : x * x = x * x := rfl

end OrbitalRotation
```

```lean
#print axioms OrbitalRotation.density_eq_iff_rotation
#print axioms OrbitalRotation.density_eq_iff_overlap_unitary
#print axioms OrbitalRotation.trace_density_sub_sq
#print axioms OrbitalRotation.slater_eq_phase_mul
```

```
'OrbitalRotation.density_eq_iff_rotation' depends on axioms: [propext, Classical.choice, Quot.sound]
'OrbitalRotation.density_eq_iff_overlap_unitary' depends on axioms: [propext, Classical.choice, Quot.sound]
'OrbitalRotation.trace_density_sub_sq' depends on axioms: [propext, Classical.choice, Quot.sound]
'OrbitalRotation.slater_eq_phase_mul' depends on axioms: [propext, Classical.choice, Quot.sound]
```
